# The exact error from sharing a mid-cell transition between two frequency nodes

A single transition of unit weight lies at frequency h/2, midway between grid nodes at 0 and h, and hat functions share its weight between the two nodes. The lemma compares the resulting sum of two poles with the exact single pole 1/(z − h/2) at the complex frequency z = h/2 + iη, for real h > 0 and η > 0. It states that the binned value minus the exact one is ih²/(η(4η² + h²)). The attempt shows that each node receives weight 1/2, rewrites the three pole terms with real denominators, and leaves the final algebra to `field_simp` and `ring`.

As first written in Lean, the proof fails:

```lean
import Mathlib

open Finset

namespace MidpointError

noncomputable section

/-- The `j`-th node of the uniform frequency grid with origin `a` and spacing `h`. -/
def node (a h : ℝ) (j : ℕ) : ℝ := a + j * h

/-- The hat function: one at the origin, falling linearly to zero at distance one. -/
def hat (u : ℝ) : ℝ := max 0 (1 - |u|)

/-- The weight collected by node `j` when transitions `D t` of weight `s t` are shared out
by hat functions on a grid of spacing `h ≠ 0`. -/
def binned {ι : Type*} [Fintype ι] (a h : ℝ) (s D : ι → ℝ) (j : ℕ) : ℝ :=
  ∑ t, s t * hat ((D t - node a h j) / h)

/-- The exact binning error of one unit transition in the middle of a cell of width `h > 0`,
seen from the frequency at height `η > 0` straight above it. -/
theorem midpoint_error {h η : ℝ} (hh : 0 < h) (hη : 0 < η) :
    ∑ j ∈ range (1 + 1), (binned 0 h (fun _ : Unit => 1) (fun _ => h / 2) j : ℂ)
        / ((h / 2 + η * Complex.I) - (node 0 h j : ℂ))
      - 1 / ((h / 2 + η * Complex.I) - (h / 2 : ℂ))
      = Complex.I * h ^ 2 / (η * (4 * η ^ 2 + h ^ 2)) := by
  -- each end of the cell receives half of the weight
  have b0 : binned 0 h (fun _ : Unit => 1) (fun _ => h / 2) 0 = 1 / 2 := by
    have e : (h / 2 - node 0 h 0) / h = 1 / 2 := by
      rw [div_eq_iff hh.ne']; simp only [node]; push_cast; ring
    simp only [binned, e, hat, univ_unique, sum_singleton]
    rw [abs_of_pos (by norm_num)]; norm_num
  have b1 : binned 0 h (fun _ : Unit => 1) (fun _ => h / 2) 1 = 1 / 2 := by
    have e : (h / 2 - node 0 h 1) / h = -(1 / 2) := by
      rw [div_eq_iff hh.ne']; simp only [node]; push_cast; ring
    simp only [binned, e, hat, univ_unique, sum_singleton]
    rw [abs_neg, abs_of_pos (by norm_num)]; norm_num
  have d0 : (h / 2 + η * Complex.I) - (node 0 h 0 : ℂ) = h / 2 + η * Complex.I := by
    simp only [node]; push_cast; ring
  have d1 : (h / 2 + η * Complex.I) - (node 0 h 1 : ℂ) = η * Complex.I - h / 2 := by
    simp only [node]; push_cast; ring
  have d2 : (h / 2 + η * Complex.I) - (h / 2 : ℂ) = η * Complex.I := by ring
  have n3 : (η : ℂ) ≠ 0 := by exact_mod_cast hη.ne'
  have n4 : (4 * η ^ 2 + h ^ 2 : ℂ) ≠ 0 := by
    have : (4 * η ^ 2 + h ^ 2 : ℝ) ≠ 0 := by positivity
    exact_mod_cast this
  have n1 : (h / 2 + η * Complex.I : ℂ) ≠ 0 := fun e => n4 (by
    linear_combination (-4 * (η * Complex.I - h / 2)) * e + 4 * (η : ℂ) ^ 2 * Complex.I_sq)
  have n2 : (η * Complex.I - h / 2 : ℂ) ≠ 0 := fun e => n4 (by
    linear_combination (-4 * (h / 2 + η * Complex.I)) * e + 4 * (η : ℂ) ^ 2 * Complex.I_sq)
  -- bring the three poles to real denominators
  have h1 : ((1 / 2 : ℝ) : ℂ) / (h / 2 + η * Complex.I)
      = -2 * (η * Complex.I - h / 2) / (4 * η ^ 2 + h ^ 2) := by
    rw [div_eq_div_iff n1 n4]; push_cast
    linear_combination 2 * (η : ℂ) ^ 2 * Complex.I_sq
  have h2 : ((1 / 2 : ℝ) : ℂ) / (η * Complex.I - h / 2)
      = -2 * (h / 2 + η * Complex.I) / (4 * η ^ 2 + h ^ 2) := by
    rw [div_eq_div_iff n2 n4]; push_cast
    linear_combination 2 * (η : ℂ) ^ 2 * Complex.I_sq
  have h3 : 1 / (η * Complex.I) = -Complex.I / η := by
    rw [div_eq_div_iff (mul_ne_zero n3 Complex.I_ne_zero) n3]
    linear_combination (η : ℂ) * Complex.I_sq
  rw [sum_range_succ, sum_range_one, b0, b1, d0, d1, d2, h1, h2, h3]
  field_simp
  ring

end

end MidpointError
```

The compiler's answer:

```
Try this:
  [apply] ring_nf
  
  The `ring` tactic failed to close the goal. Use `ring_nf` to obtain a normal form.
    
  Note that `ring` works primarily in *commutative* rings. If you have a noncommutative ring, abelian group or module, consider using `noncomm_ring`, `abel` or `module` instead.
Main.lean:26:57: error: unsolved goals
h η : ℝ
hh : 0 < h
hη : 0 < η
b0 : binned 0 h (fun x => 1) (fun x => h / 2) 0 = 1 / 2
b1 : binned 0 h (fun x => 1) (fun x => h / 2) 1 = 1 / 2
d0 : ↑h / 2 + ↑η * Complex.I - ↑(node 0 h 0) = ↑h / 2 + ↑η * Complex.I
d1 : ↑h / 2 + ↑η * Complex.I - ↑(node 0 h 1) = ↑η * Complex.I - ↑h / 2
d2 : ↑h / 2 + ↑η * Complex.I - ↑h / 2 = ↑η * Complex.I
n3 : ↑η ≠ 0
n4 : 4 * ↑η ^ 2 + ↑h ^ 2 ≠ 0
n1 : ↑h / 2 + ↑η * Complex.I ≠ 0
n2 : ↑η * Complex.I - ↑h / 2 ≠ 0
h1 : ↑(1 / 2) / (↑h / 2 + ↑η * Complex.I) = -2 * (↑η * Complex.I - ↑h / 2) / (4 * ↑η ^ 2 + ↑h ^ 2)
h2 : ↑(1 / 2) / (↑η * Complex.I - ↑h / 2) = -2 * (↑h / 2 + ↑η * Complex.I) / (4 * ↑η ^ 2 + ↑h ^ 2)
h3 : 1 / (↑η * Complex.I) = -Complex.I / ↑η
⊢ -(↑η ^ 2 * Complex.I * (↑η ^ 2 * 4 + ↑h ^ 2)⁻¹ * 4) + Complex.I = Complex.I * ↑h ^ 2 * (↑η ^ 2 * 4 + ↑h ^ 2)⁻¹
```

As a diff, the version that Lean accepts:

```diff
@@ -61,6 +61,6 @@
     rw [div_eq_div_iff (mul_ne_zero n3 Complex.I_ne_zero) n3]
     linear_combination (η : ℂ) * Complex.I_sq
-  rw [sum_range_succ, sum_range_one, b0, b1, d0, d1, d2, h1, h2, h3]
-  field_simp
+  rw [sum_range_succ, sum_range_one, b0, b1, d0, d1, d2, h1, h2, h3, ← add_div,
+    div_sub_div _ _ n4 n3, div_eq_div_iff (mul_ne_zero n4 n3) (mul_ne_zero n3 n4)]
   ring
 
```

What went wrong. The error reports an unsolved goal: `ring` did not close the final identity, and what remains is its normalised form. That goal still contains the inverse of 4η² + h², so `field_simp` had not cleared this denominator, although `n4` says it is nonzero. The messages do not show why `field_simp` failed to use that fact.

The remaining equation is true, but proving it requires cancelling 4η² + h² against its inverse. `ring` does not use the hypothesis `n4`, and without it cannot make that cancellation.

The repair replaces `field_simp` with explicit rewrites. `← add_div` joins the two node terms over their common denominator, `div_sub_div` combines the result with the exact pole's term, and `div_eq_div_iff` cross-multiplies the two sides. The last two are handed the needed nonvanishing facts through `n3` and `n4`. The only divisions left are those by the number 2 in h/2, which `ring` can handle, so it proves the resulting polynomial identity.
